# The commutator [Q, P] = 2NB of the collective kinetic-momentum operators of N particles in a uniform magnetic field

For finitely many particles, N in number, in a uniform field B, let X and Y be the total x and y kinetic momenta, and put Q = X + iY and P = X − iY. The lemma `lowering_raising_comm` states that QP − PQ is 2NB times the identity. The momenta are linear operators on a complex vector space; each particle's two components have commutator iB, and those of different particles commute. The assumptions also include a potential that commutes with X and Y, but this proof makes no use of it. The attempt first shows, in the auxiliary claim `key`, that if every particle's x momentum has commutator iB with an operator T, then X has commutator N·iB with T; it then takes T = Y and expands [Q, P] as −2i[X, Y].

As first written in Lean, the proof fails:

```lean
import Mathlib

open Complex

namespace KohnTheorem

noncomputable section

variable {ι W : Type*} [Fintype ι] [AddCommGroup W] [Module ℂ W]

/-- Kinetic momenta of particles in a uniform field `B`, with a potential `V` that commutes
with both components of the total kinetic momentum. -/
structure IsKohnSystem (B : ℝ) (px py : ι → Module.End ℂ W) (V : Module.End ℂ W) : Prop where
  same : ∀ a, px a * py a - py a * px a = (I * B) • (1 : Module.End ℂ W)
  xx : ∀ a b, a ≠ b → Commute (px a) (px b)
  xy : ∀ a b, a ≠ b → Commute (px a) (py b)
  yy : ∀ a b, a ≠ b → Commute (py a) (py b)
  vx : Commute V (∑ a, px a)
  vy : Commute V (∑ a, py a)

/-- The collective operator `P = ∑ (Π_x - i Π_y)`. -/
def raising (px py : ι → Module.End ℂ W) : Module.End ℂ W := ∑ a, (px a - I • py a)

/-- The collective operator `Q = ∑ (Π_x + i Π_y)`. -/
def lowering (px py : ι → Module.End ℂ W) : Module.End ℂ W := ∑ a, (px a + I • py a)

variable {B : ℝ} {px py : ι → Module.End ℂ W} {V : Module.End ℂ W}

/-- The `x` momentum of one particle has commutator `i B` with the total `y` momentum, and its `y`
momentum has commutator `-i B` with the total `x` momentum. -/
theorem momentum_total_comm (h : IsKohnSystem B px py V) (a : ι) :
    px a * (∑ b, py b) - (∑ b, py b) * px a = (I * B) • (1 : Module.End ℂ W) ∧
    py a * (∑ b, px b) - (∑ b, px b) * py a = (-(I * B)) • (1 : Module.End ℂ W) := by
  constructor
  · rw [Finset.mul_sum, Finset.sum_mul, ← Finset.sum_sub_distrib, ← h.same a]
    exact Finset.sum_eq_single a
      (fun b _ hb => sub_eq_zero.mpr (h.xy a b hb.symm).eq)
      (fun ha => absurd (Finset.mem_univ a) ha)
  · rw [Finset.mul_sum, Finset.sum_mul, ← Finset.sum_sub_distrib, neg_smul, ← h.same a, neg_sub]
    exact Finset.sum_eq_single a
      (fun b _ hb => sub_eq_zero.mpr (h.xy b a hb).symm.eq)
      (fun ha => absurd (Finset.mem_univ a) ha)

/-- For `N` particles the collective operators satisfy `[Q, P] = 2 N B`. -/
theorem lowering_raising_comm (h : IsKohnSystem B px py V) :
    lowering px py * raising px py - raising px py * lowering px py
      = (2 * Fintype.card ι * B : ℂ) • (1 : Module.End ℂ W) := by
  have key : ∀ T : Module.End ℂ W,
      (∀ a, px a * T - T * px a = (I * B) • (1 : Module.End ℂ W)) →
      (∑ a, px a) * T - T * (∑ a, px a)
        = ((Fintype.card ι : ℂ) * (I * B)) • (1 : Module.End ℂ W) := by
    intro T hT
    rw [Finset.sum_mul, Finset.mul_sum, ← Finset.sum_sub_distrib,
      Finset.sum_congr rfl (fun a _ => hT a), Finset.sum_const, Finset.card_univ, mul_smul,
      Nat.cast_smul_eq_nsmul]
  have hXY := key _ fun a => (momentum_total_comm h a).1
  rw [lowering, raising, Finset.sum_add_distrib, Finset.sum_sub_distrib, ← Finset.smul_sum]
  generalize (∑ a, px a) = X at hXY ⊢
  generalize (∑ a, py a) = Y at hXY ⊢
  calc (X + I • Y) * (X - I • Y) - (X - I • Y) * (X + I • Y)
      = (-2 * I) • (X * Y - Y * X) := by
        simp only [add_mul, mul_add, sub_mul, mul_sub, smul_mul_assoc, mul_smul_comm]
        module
    _ = (2 * Fintype.card ι * B : ℂ) • (1 : Module.End ℂ W) := by
        rw [hXY, smul_smul]
        congr 1
        linear_combination (-2 * (Fintype.card ι : ℂ) * B) * I_sq

end

end KohnTheorem
```

Lean reports:

```
Main.lean:55:6: error: Tactic `rewrite` failed: Did not find an occurrence of the pattern
  ↑?n • ?b
in the target expression
  Fintype.card ι • I • ↑B • 1 = (↑(Fintype.card ι) * (I * ↑B)) • 1

ι : Type u_1
W : Type u_2
inst✝² : Fintype ι
inst✝¹ : AddCommGroup W
inst✝ : Module ℂ W
B : ℝ
px py : ι → Module.End ℂ W
V : Module.End ℂ W
h : IsKohnSystem B px py V
T : Module.End ℂ W
hT : ∀ (a : ι), px a * T - T * px a = (I * ↑B) • 1
⊢ Fintype.card ι • I • ↑B • 1 = (↑(Fintype.card ι) * (I * ↑B)) • 1
```

Diagnosis. The error is in the proof of `key`. Once the sum of N equal terms has been evaluated, the left side is the natural number `Fintype.card ι` acting on `(I * B) • 1`, and the right side is the single complex scalar `↑(Fintype.card ι) * (I * ↑B)` acting on `1`.

The rewrite `mul_smul` was able to split the product on the right, but it met `(I * B) • 1` on the left first and split that into `I • ↑B • 1`. The right side stayed whole. `Nat.cast_smul_eq_nsmul` then looked for a natural number cast into another ring and acting as a scalar, `↑?n • ?b`, and there was none: on the left the number acts uncast, and on the right its cast is only a factor in a product.

The repair drops `mul_smul` and works on the left side instead. `Nat.cast_smul_eq_nsmul ℂ`, used in reverse, turns the natural number into a complex scalar; `ℂ` is named because the uncast expression doesn't say which ring to cast into. `smul_smul` then merges the two scalars into the product on the right, and `rw` closes the goal by reflexivity.

The repair, with which the file compiles:

```diff
@@ -52,6 +52,6 @@
     intro T hT
     rw [Finset.sum_mul, Finset.mul_sum, ← Finset.sum_sub_distrib,
-      Finset.sum_congr rfl (fun a _ => hT a), Finset.sum_const, Finset.card_univ, mul_smul,
-      Nat.cast_smul_eq_nsmul]
+      Finset.sum_congr rfl (fun a _ => hT a), Finset.sum_const, Finset.card_univ,
+      ← Nat.cast_smul_eq_nsmul ℂ, smul_smul]
   have hXY := key _ fun a => (momentum_total_comm h a).1
   rw [lowering, raising, Finset.sum_add_distrib, Finset.sum_sub_distrib, ← Finset.smul_sum]
```
